# Half a flux quantum minimizes the energy of an even number of free spin-polarized electrons on a partially filled tight-binding ring

A magnetic flux threads a ring of \(N\) sites on which \(M\) spin-polarized electrons hop without interacting. The flux shifts the levels, some up and some down. Does the total energy rise or fall?

Let \(t>0\) be the hopping amplitude and \(x\) the flux phase, so that \(x=2\pi\) is one flux quantum. The levels are \(\varepsilon_k=-2t\cos\frac{2\pi k+x}{N}\), \(k=0,\dots,N-1\). For even \(M\) with \(0<M<N\), and \(0\le x\le2\pi\), the sum of the \(M\) lowest is

\[
E(x)=-2t\cos\frac{x-\pi}{N}\,\frac{\sin(\pi M/N)}{\sin(\pi/N)} .
\]

It falls strictly as \(x\) approaches \(\pi\), and \(E(0)-E(\pi)=2t\sin\frac{\pi M}{N}\tan\frac{\pi}{2N}\).

## Twisted boundaries and closed shells

Twisted boundary conditions put the whole phase \(x\) on the bond that closes the ring; a gauge transformation spreads it evenly over the bonds and leaves the levels unchanged. A lattice code that uses them can be tested against \(E(x)\) in its non-interacting limit: diagonalize the one-electron matrix and add the \(M\) lowest eigenvalues. For \(N=4\), \(M=2\) the result must be \(-2t\) at \(x=0\) and \(-2\sqrt2\,t\) at \(x=\pi\). The formula also bears on the choice of boundary condition: for even \(M\) with \(0<M<N\), free spin-polarized electrons have an open shell with periodic boundaries and a closed one with antiperiodic boundaries (\(x=\pi\)).

## Filling the levels and summing the cosines

On the plane wave \(\psi_k(j)=e^{2\pi ikj/N}\), the two hops give \(-t\left(e^{i(2\pi k+x)/N}+e^{-i(2\pi k+x)/N}\right)=\varepsilon_k\).

Write \(M=2m\) and let \(F\) hold the first \(m\) and last \(m\) labels. Lowering the last \(m\) by \(N\) leaves their cosines unchanged, so the occupied angles are \(\theta_q=(2\pi q+x)/N\) with \(q=-m,\dots,m-1\). Put \(\alpha=2\pi m/N<\pi\). Since \(0\le x\le2\pi\),

- occupied angles satisfy \(-\alpha\le\theta_q\le\alpha\), so \(\cos\theta_q\ge\cos\alpha\);
- empty labels \(m\le k\le N-m-1\) have angles in \([\alpha,2\pi-\alpha]\), so their cosines are at most \(\cos\alpha\).

Hence \(\mu=-2t\cos\alpha\) separates occupied from empty levels. For any other set \(S\) of \(M\) labels, \(F\setminus S\) and \(S\setminus F\) are equally large, and

\[
\sum_{F\setminus S}\varepsilon_k\le\mu\,|F\setminus S|=\mu\,|S\setminus F|\le\sum_{S\setminus F}\varepsilon_k .
\]

Adding the common levels shows that \(F\) has the least energy.

For the sum, set \(d=\pi/N\) and \(a=(x-2\pi m)/N\). Because \(2\sin d\cos(a+2jd)=\sin(a+(2j+1)d)-\sin(a+(2j-1)d)\), the series telescopes:

\[
\sin d\sum_{j=0}^{M-1}\cos(a+2jd)=\sin(Md)\cos(a+(M-1)d).
\]

Here \(a+(M-1)d=(x-\pi)/N\), which gives \(E(x)\).

The factor multiplying \(-\cos\frac{|x-\pi|}{N}\) is positive, and cosine decreases strictly on \([0,\pi]\), so approaching \(\pi\) lowers \(E\). Adding \(2\pi\) to \(x\) only relabels the levels, so this one period covers every flux (a step that the Lean file does not include). The gain follows from \((1-\cos u)/\sin u=\tan(u/2)\) with \(u=\pi/N\).

The same argument for odd \(M<N\) and \(|x|\le\pi\) centres the occupied angles at \(x/N\), giving \(-2t\cos\frac{x}{N}\sin\frac{\pi M}{N}/\sin\frac{\pi}{N}\), with its minimum at zero flux; this odd case is argued here by hand only.

## The Lean development

```lean
import Mathlib

open Real Finset

namespace EvenElectronFluxRing

noncomputable section

/-- Nearest-neighbour hopping on a ring of `N ≥ 3` sites, with amplitude `t` and
total flux phase `x` spread evenly over the bonds. -/
def hopping (N : ℕ) (t x : ℝ) (ψ : ZMod N → ℂ) : ZMod N → ℂ := fun j =>
  -(t : ℂ) * (Complex.exp (Complex.I * ((x : ℂ) / N)) * ψ (j + 1)
    + Complex.exp (-(Complex.I * ((x : ℂ) / N))) * ψ (j - 1))

/-- The plane wave with label `k` on a ring of `N ≥ 1` sites. -/
def planeWave (N : ℕ) [NeZero N] (k : ℕ) (j : ZMod N) : ℂ :=
  ZMod.stdAddChar ((k : ZMod N) * j)

/-- The one-electron level with label `k` on a ring of `N ≥ 1` sites with flux phase `x`. -/
def level (N : ℕ) (t x : ℝ) (k : ℕ) : ℝ := -2 * t * Real.cos ((2 * π * k + x) / N)

/-- `E` is the least total energy of `M` spin-polarized electrons, which occupy `M`
distinct levels among the labels `0, …, N - 1`. -/
def IsGroundEnergy (N M : ℕ) (t x E : ℝ) : Prop :=
  IsLeast {e : ℝ | ∃ S : Finset ℕ, S ⊆ range N ∧ S.card = M ∧
    e = ∑ k ∈ S, level N t x k} E

/-- The first `m` and the last `m` labels of a ring of `N ≥ m` sites. -/
def fermiSea (N m : ℕ) : Finset ℕ := range m ∪ Ico (N - m) N

/-- Each plane wave satisfies the eigenvalue equation of the hopping operator, with the level of the
same label as the eigenvalue. -/
theorem hopping_planeWave (N : ℕ) [NeZero N] (t x : ℝ) (k : ℕ) :
    hopping N t x (planeWave N k) = fun j => (level N t x k : ℂ) * planeWave N k j := by
  have hk : ZMod.stdAddChar (k : ZMod N) = Complex.exp (2 * π * Complex.I * k / N) := by
    simpa only [Int.cast_natCast] using ZMod.stdAddChar_coe (N := N) (k : ℤ)
  funext j
  -- a step along the ring multiplies the wave by a phase
  have h1 : ZMod.stdAddChar ((k : ZMod N) * (j + 1)) =
      ZMod.stdAddChar ((k : ZMod N) * j) * Complex.exp (2 * π * Complex.I * k / N) := by
    rw [mul_add, mul_one, AddChar.map_add_eq_mul, hk]
  have h2 : ZMod.stdAddChar ((k : ZMod N) * (j - 1)) =
      ZMod.stdAddChar ((k : ZMod N) * j) * Complex.exp (-(2 * π * Complex.I * k / N)) := by
    rw [mul_sub, mul_one, sub_eq_add_neg, AddChar.map_add_eq_mul, AddChar.map_neg_eq_inv,
      hk, Complex.exp_neg]
  have e1 : Complex.exp ((2 * π * k + x) / N * Complex.I) =
      Complex.exp (Complex.I * ((x : ℂ) / N)) * Complex.exp (2 * π * Complex.I * k / N) := by
    rw [← Complex.exp_add]; congr 1; ring
  have e2 : Complex.exp (-((2 * π * k + x) / N) * Complex.I) =
      Complex.exp (-(Complex.I * ((x : ℂ) / N))) *
        Complex.exp (-(2 * π * Complex.I * k / N)) := by
    rw [← Complex.exp_add]; congr 1; ring
  simp only [hopping, planeWave, level]
  rw [h1, h2]
  push_cast
  rw [Complex.cos, e1, e2]
  ring

/-- Closed form for `sin d` times the sum of the cosines of `n` equally spaced angles with spacing
`2d`. -/
theorem sin_mul_sum_cos (a d : ℝ) (n : ℕ) :
    Real.sin d * ∑ j ∈ range n, Real.cos (a + 2 * (j : ℝ) * d) =
      Real.sin (n * d) * Real.cos (a + ((n : ℝ) - 1) * d) := by
  induction n with
  | zero => simp
  | succ n ih =>
    rw [sum_range_succ, mul_add, ih]
    push_cast
    have h1 : a + ((n : ℝ) - 1) * d = (a + n * d) - d := by ring
    have h2 : a + 2 * (n : ℝ) * d = (a + n * d) + n * d := by ring
    have h3 : a + ((n : ℝ) + 1 - 1) * d = a + n * d := by ring
    have h4 : ((n : ℝ) + 1) * d = n * d + d := by ring
    rw [h1, h2, h3, h4, Real.cos_sub, Real.cos_add (a + n * d) (n * d),
      Real.sin_add (n * d) d]
    ring

/-- Aufbau principle: if the levels in `A` lie at or below `μ` and those of `S` outside `A`
at or above `μ`, then filling `A` costs no more than filling the equally large set `S`. -/
theorem aufbau (f : ℕ → ℝ) (μ : ℝ) (A S : Finset ℕ) (hc : A.card = S.card)
    (hA : ∀ k ∈ A, f k ≤ μ) (hS : ∀ k ∈ S, k ∉ A → μ ≤ f k) :
    ∑ k ∈ A, f k ≤ ∑ k ∈ S, f k := by
  have h1 := sum_inter_add_sum_sdiff A S (fun k => f k - μ)
  have h2 := sum_inter_add_sum_sdiff S A (fun k => f k - μ)
  rw [inter_comm] at h2
  have h3 : ∑ k ∈ A \ S, (f k - μ) ≤ 0 :=
    sum_nonpos fun k hk => sub_nonpos.2 (hA k (mem_sdiff.1 hk).1)
  have h4 : 0 ≤ ∑ k ∈ S \ A, (f k - μ) :=
    sum_nonneg fun k hk => sub_nonneg.2 (hS k (mem_sdiff.1 hk).1 (mem_sdiff.1 hk).2)
  have h : ∑ k ∈ A, (f k - μ) ≤ ∑ k ∈ S, (f k - μ) := by linarith
  simp only [sum_sub_distrib, sum_const, hc] at h
  linarith

/-- On a ring of `N ≥ 2` sites, `sin(π/N)` is positive. -/
theorem sin_pi_div_pos {N : ℕ} (hN : 2 ≤ N) : 0 < Real.sin (π / N) := by
  have h : (1 : ℝ) < N := by exact_mod_cast hN
  exact Real.sin_pos_of_pos_of_lt_pi (div_pos Real.pi_pos (by linarith))
    (div_lt_self Real.pi_pos h)

/-- The first `m` and the last `m` labels do not overlap when `2m < N`. -/
theorem fermiSea_disjoint {N m : ℕ} (h : m + m < N) :
    Disjoint (range m) (Ico (N - m) N) :=
  disjoint_left.2 fun k hk hk' => by
    simp only [mem_range, mem_Ico] at hk hk'
    omega

/-- The total energy of the first `m` and last `m` levels, for `0 < 2m < N`. -/
theorem fermiSea_energy {N m : ℕ} (t x : ℝ) (hm : 0 < m + m) (h : m + m < N) :
    ∑ k ∈ fermiSea N m, level N t x k =
      -2 * t * Real.cos ((x - π) / N) * Real.sin (π * ((m + m : ℕ) : ℝ) / N)
        / Real.sin (π / N) := by
  have hN : (N : ℝ) ≠ 0 := by
    have : N ≠ 0 := by omega
    exact_mod_cast this
  have hmN : N - (N - m) = m := by omega
  have h1 : ∑ j ∈ range m, level N t x j = -2 * t * ∑ j ∈ range m,
      Real.cos ((x - 2 * π * m) / N + 2 * ((m + j : ℕ) : ℝ) * (π / N)) := by
    rw [mul_sum]
    refine sum_congr rfl fun j _ => ?_
    rw [level]
    congr 2
    push_cast
    ring
  -- the last labels are moved down by one full period
  have h2 : ∑ j ∈ range m, level N t x (N - m + j) = -2 * t * ∑ j ∈ range m,
      Real.cos ((x - 2 * π * m) / N + 2 * (j : ℝ) * (π / N)) := by
    rw [mul_sum]
    refine sum_congr rfl fun j _ => ?_
    rw [level, ← Real.cos_add_two_pi ((x - 2 * π * m) / N + 2 * (j : ℝ) * (π / N))]
    congr 2
    rw [Nat.cast_add, Nat.cast_sub (by omega : m ≤ N), div_eq_iff hN]
    field_simp
    ring
  have key := sin_mul_sum_cos ((x - 2 * π * m) / N) (π / N) (m + m)
  have a1 : ((m + m : ℕ) : ℝ) * (π / N) = π * ((m + m : ℕ) : ℝ) / N := by ring
  have a2 : (x - 2 * π * m) / N + (((m + m : ℕ) : ℝ) - 1) * (π / N) = (x - π) / N := by
    push_cast
    ring
  rw [a1, a2, sum_range_add] at key
  rw [fermiSea, sum_union (fermiSea_disjoint h), sum_Ico_eq_sum_range, hmN, h1, h2,
    eq_div_iff (sin_pi_div_pos (by omega)).ne']
  linear_combination (-2 * t) * key

/-- For an even number `M` of spin-polarized electrons, `0 < M < N`, with `t > 0` and flux
phase `0 ≤ x ≤ 2π`, the ground energy is `-2t cos((x-π)/N) sin(πM/N)/sin(π/N)`. -/
theorem groundEnergy_even {N M : ℕ} {t x : ℝ} (hM : Even M) (h0 : 0 < M) (hMN : M < N)
    (ht : 0 < t) (hx0 : 0 ≤ x) (hx : x ≤ 2 * π) :
    IsGroundEnergy N M t x
      (-2 * t * Real.cos ((x - π) / N) * Real.sin (π * M / N) / Real.sin (π / N)) := by
  obtain ⟨m, rfl⟩ := hM
  have hπ := Real.pi_pos
  have hN : (0 : ℝ) < N := by exact_mod_cast (by omega : 0 < N)
  have hcard : (fermiSea N m).card = m + m := by
    rw [fermiSea, card_union_of_disjoint (fermiSea_disjoint hMN), card_range, Nat.card_Ico]
    omega
  have hc0 : 0 ≤ 2 * π * m / N := by positivity
  have hcπ : 2 * π * m / N ≤ π := by
    have h : (m : ℝ) + m ≤ N := by exact_mod_cast hMN.le
    rw [div_le_iff₀ hN]
    nlinarith [mul_nonneg hπ.le (sub_nonneg.2 h)]
  have refl : ∀ k : ℕ, 2 * π - (2 * π * k + x) / N = (2 * π * (N - k) - x) / N := by
    intro k
    rw [eq_div_iff hN.ne', sub_mul, div_mul_cancel₀ _ hN.ne']
    ring
  rw [← fermiSea_energy t x h0 hMN]
  refine ⟨⟨fermiSea N m, ?_, hcard, rfl⟩, ?_⟩
  · intro k hk
    simp only [fermiSea, mem_union, mem_range, mem_Ico] at hk ⊢
    omega
  rintro E ⟨S, hS, hSc, rfl⟩
  -- the threshold separates occupied from empty levels
  apply aufbau _ (-2 * t * Real.cos (2 * π * m / N)) _ _ (hcard.trans hSc.symm)
  · intro k hk
    have hcos : Real.cos (2 * π * m / N) ≤ Real.cos ((2 * π * k + x) / N) := by
      simp only [fermiSea, mem_union, mem_range, mem_Ico] at hk
      rcases hk with hk | hk
      · have h : (k : ℝ) + 1 ≤ m := by exact_mod_cast hk
        apply Real.cos_le_cos_of_nonneg_of_le_pi (by positivity) hcπ
        apply div_le_div_of_nonneg_right _ hN.le
        nlinarith [mul_nonneg hπ.le (sub_nonneg.2 h)]
      · have h : (k : ℝ) + 1 ≤ N := by exact_mod_cast hk.2
        have h' : (N : ℝ) ≤ k + m := by exact_mod_cast (by omega : N ≤ k + m)
        rw [← Real.cos_two_pi_sub ((2 * π * k + x) / N), refl]
        apply Real.cos_le_cos_of_nonneg_of_le_pi _ hcπ
        · apply div_le_div_of_nonneg_right _ hN.le
          nlinarith [mul_nonneg hπ.le (sub_nonneg.2 h')]
        · apply div_nonneg _ hN.le
          nlinarith [mul_nonneg hπ.le (sub_nonneg.2 h)]
    rw [level]
    nlinarith [mul_nonneg ht.le (sub_nonneg.2 hcos)]
  · intro k hkS hk
    have hkN := mem_range.1 (hS hkS)
    simp only [fermiSea, mem_union, mem_range, mem_Ico] at hk
    have h : (m : ℝ) ≤ k := by exact_mod_cast (by omega : m ≤ k)
    have h' : (k : ℝ) + m + 1 ≤ N := by exact_mod_cast (by omega : k + m + 1 ≤ N)
    have hlo : 2 * π * m / N ≤ (2 * π * k + x) / N := by
      apply div_le_div_of_nonneg_right _ hN.le
      nlinarith [mul_nonneg hπ.le (sub_nonneg.2 h)]
    have hhi : 2 * π * m / N ≤ 2 * π - (2 * π * k + x) / N := by
      rw [refl]
      apply div_le_div_of_nonneg_right _ hN.le
      nlinarith [mul_nonneg hπ.le (sub_nonneg.2 h')]
    have hcos : Real.cos ((2 * π * k + x) / N) ≤ Real.cos (2 * π * m / N) := by
      rcases le_total ((2 * π * k + x) / N) π with hp | hp
      · exact Real.cos_le_cos_of_nonneg_of_le_pi hc0 hp hlo
      · rw [← Real.cos_two_pi_sub ((2 * π * k + x) / N)]
        exact Real.cos_le_cos_of_nonneg_of_le_pi hc0 (by linarith) hhi
    rw [level]
    nlinarith [mul_nonneg ht.le (sub_nonneg.2 hcos)]

/-- For even `M`, `0 < M < N`, `t > 0` and `0 ≤ x ≤ 2π`, a flux phase `y` closer to `π`
than `x` gives a strictly lower ground energy. -/
theorem lower_nearer_half_flux {N M : ℕ} {t x y E F : ℝ} (hM : Even M) (h0 : 0 < M)
    (hMN : M < N) (ht : 0 < t) (hx0 : 0 ≤ x) (hx : x ≤ 2 * π) (hxy : |y - π| < |x - π|)
    (hE : IsGroundEnergy N M t x E) (hF : IsGroundEnergy N M t y F) : F < E := by
  have hπ := Real.pi_pos
  have hN : (1 : ℝ) ≤ N := by exact_mod_cast (by omega : 1 ≤ N)
  have hN0 : (0 : ℝ) < N := by linarith
  have hxπ : |x - π| ≤ π := abs_le.2 ⟨by linarith, by linarith⟩
  have hy := abs_le.1 (hxy.le.trans hxπ)
  rw [IsLeast.unique hE (groundEnergy_even hM h0 hMN ht hx0 hx),
    IsLeast.unique hF (groundEnergy_even hM h0 hMN ht (by linarith [hy.1])
      (by linarith [hy.2]))]
  have hcos : Real.cos ((x - π) / N) < Real.cos ((y - π) / N) := by
    rw [← Real.cos_abs ((x - π) / N), ← Real.cos_abs ((y - π) / N), abs_div, abs_div,
      abs_of_pos hN0]
    exact Real.cos_lt_cos_of_nonneg_of_le_pi (by positivity)
      ((div_le_self (abs_nonneg _) hN).trans hxπ) (div_lt_div_of_pos_right hxy hN0)
  have hs : 0 < Real.sin (π * M / N) := by
    have hM0 : (0 : ℝ) < M := by exact_mod_cast h0
    have hMN' : (M : ℝ) < N := by exact_mod_cast hMN
    apply Real.sin_pos_of_pos_of_lt_pi (by positivity)
    rw [div_lt_iff₀ hN0]
    exact mul_lt_mul_of_pos_left hMN' hπ
  have hA : 0 < 2 * t * (Real.sin (π * M / N) / Real.sin (π / N)) :=
    mul_pos (by linarith) (div_pos hs (sin_pi_div_pos (by omega)))
  have e : ∀ c : ℝ, -2 * t * c * Real.sin (π * M / N) / Real.sin (π / N) =
      -(2 * t * (Real.sin (π * M / N) / Real.sin (π / N)) * c) := fun c => by ring
  rw [e, e]
  linarith [mul_lt_mul_of_pos_left hcos hA]

/-- For even `M`, `0 < M < N` and `t > 0`, half a flux quantum lowers the ground energy
from its zero-flux value by `2t sin(πM/N) tan(π/(2N))`. -/
theorem half_flux_gain {N M : ℕ} {t E F : ℝ} (hM : Even M) (h0 : 0 < M) (hMN : M < N)
    (ht : 0 < t) (hE : IsGroundEnergy N M t 0 E) (hF : IsGroundEnergy N M t π F) :
    E - F = 2 * t * Real.sin (π * M / N) * Real.tan (π / (2 * N)) := by
  have hπ := Real.pi_pos
  have hs := sin_pi_div_pos (by omega : 2 ≤ N)
  have hu : π / N = 2 * (π / (2 * N)) := by ring
  -- half-angle formula for the tangent
  have htan : (1 - Real.cos (π / N)) / Real.sin (π / N) = Real.tan (π / (2 * N)) := by
    rw [hu, Real.sin_two_mul] at hs
    have hc : Real.cos (π / (2 * N)) ≠ 0 := fun h => by simp [h] at hs
    rw [hu, Real.cos_two_mul, Real.sin_two_mul, Real.tan_eq_sin_div_cos,
      div_eq_div_iff hs.ne' hc]
    linear_combination (-2 * Real.cos (π / (2 * N))) * Real.sin_sq_add_cos_sq (π / (2 * N))
  rw [IsLeast.unique hE (groundEnergy_even hM h0 hMN ht le_rfl (by linarith)),
    IsLeast.unique hF (groundEnergy_even hM h0 hMN ht hπ.le (by linarith)),
    zero_sub, neg_div, Real.cos_neg, sub_self, zero_div, Real.cos_zero, ← htan]
  ring

end

end EvenElectronFluxRing
```

```lean
#print axioms EvenElectronFluxRing.hopping_planeWave
#print axioms EvenElectronFluxRing.groundEnergy_even
#print axioms EvenElectronFluxRing.lower_nearer_half_flux
#print axioms EvenElectronFluxRing.half_flux_gain
```

```
'EvenElectronFluxRing.hopping_planeWave' depends on axioms: [propext, Classical.choice, Quot.sound]
'EvenElectronFluxRing.groundEnergy_even' depends on axioms: [propext, Classical.choice, Quot.sound]
'EvenElectronFluxRing.lower_nearer_half_flux' depends on axioms: [propext, Classical.choice, Quot.sound]
'EvenElectronFluxRing.half_flux_gain' depends on axioms: [propext, Classical.choice, Quot.sound]
```

## Ground energy as a minimum over label sets

`hopping` acts on complex amplitudes over `ZMod N`, which closes the ring, and spreads the phase `x` evenly over the bonds. `hopping_planeWave` proves the eigenvalue equation. `IsGroundEnergy N M t x E` says that `E` is the least sum of `level` over sets of `M` distinct labels below `N`; distinctness is the Pauli principle.

`groundEnergy_even` has the two parts that `IsLeast` demands. `fermiSea` attains the value, by `fermiSea_energy`, which uses `sin_mul_sum_cos` (the telescoping, done by induction). No other set goes lower, by `aufbau` with the threshold \(\mu\). `lower_nearer_half_flux` and `half_flux_gain` then replace any given ground energies by the closed form through `IsLeast.unique`.

The device that carries `aufbau` is `sum_inter_add_sum_sdiff`, which splits a sum over one set into the part shared with another and the rest. Applied both ways to `f k - μ`, it cancels the shared part and leaves one sum that is at most zero and one that is at least zero. No electron-by-electron pairing of the two sets is needed.

The guarantee concerns this free-electron model at zero temperature, without disorder, and real numbers rather than a diagonalizer's output. The file constructs no many-electron wavefunctions and does not show that the plane waves form a complete basis; filling these \(N\) levels is built into the definition of the ground energy.
